# With a local scalar potential and a finite plane-wave basis closed under G ↦ −G, the one-particle Hamiltonians at k and −k have the same characteristic polynomial

The theorem `charpoly_neg` concerns one particle at Bloch vector k, in a finite plane-wave basis `S` that contains −G whenever it contains G. In units with ħ = m = 1, the Hamiltonian H(k) has the kinetic energy |k + G|²/2 on its diagonal, and to every entry is added a potential coefficient V(G − G′), where V is any complex-valued function, so H(k) need not be Hermitian. The theorem says that H(−k) and H(k) have the same characteristic polynomial, and hence the same eigenvalues with the same algebraic multiplicities. The attempt uses `hamiltonian_neg` to write H(−k) as the transpose of H(k) with rows and columns relabelled by G ↦ −G, then appeals to the fact that neither relabelling nor transposing changes the characteristic polynomial.

Lean 4 with Mathlib refuses this proof:

```lean
import Mathlib

open Matrix
open scoped ComplexConjugate Classical

namespace PlaneWaveTimeReversal

noncomputable section

/-- Wave vectors in `d` dimensions. -/
abbrev WaveVector (d : ℕ) := EuclideanSpace ℝ (Fin d)

variable {d : ℕ} {V : WaveVector d → ℂ} {S : Finset (WaveVector d)}

/-- The plane-wave Hamiltonian at Bloch vector `k` in the basis `S`: kinetic energy
`|k + G|² / 2` on the diagonal plus the Fourier coefficients `V (G - G')`. -/
def hamiltonian (V : WaveVector d → ℂ) (S : Finset (WaveVector d)) (k : WaveVector d) :
    Matrix S S ℂ :=
  Matrix.of fun G G' =>
    (if G = G' then ((‖k + (G : WaveVector d)‖ ^ 2 / 2 : ℝ) : ℂ) else 0)
      + V ((G : WaveVector d) - (G' : WaveVector d))

/-- The permutation `G ↦ -G` of a plane-wave basis that is closed under inversion. -/
def inversion (S : Finset (WaveVector d)) (hS : ∀ G ∈ S, -G ∈ S) : Equiv.Perm S where
  toFun G := ⟨-(G : WaveVector d), hS G G.2⟩
  invFun G := ⟨-(G : WaveVector d), hS G G.2⟩
  left_inv G := Subtype.ext (neg_neg (G : WaveVector d))
  right_inv G := Subtype.ext (neg_neg (G : WaveVector d))

/-- `H(-k)` is the transpose of `H(k)` with rows and columns both relabelled by `G ↦ -G`. -/
theorem hamiltonian_neg (hS : ∀ G ∈ S, -G ∈ S) (k : WaveVector d) :
    hamiltonian V S (-k) =
      (hamiltonian V S k)ᵀ.submatrix (inversion S hS) (inversion S hS) := by
  ext G G'
  -- the potential depends only on the difference of the two wave vectors
  have hv : (inversion S hS G' : WaveVector d) - (inversion S hS G : WaveVector d)
      = (G : WaveVector d) - (G' : WaveVector d) := by
    change -(G' : WaveVector d) - -(G : WaveVector d) = _
    abel
  simp only [hamiltonian, Matrix.submatrix_apply, Matrix.transpose_apply, Matrix.of_apply, hv,
    (inversion S hS).injective.eq_iff]
  by_cases h : G = G'
  · subst h
    -- the kinetic energy is even under a joint sign change of `k` and `G`
    have hn : ‖-k + (G : WaveVector d)‖ = ‖k + (inversion S hS G : WaveVector d)‖ := by
      change _ = ‖k + -(G : WaveVector d)‖
      rw [← norm_neg (-k + (G : WaveVector d))]
      congr 1
      abel
    simp only [↓reduceIte, hn]
  · rw [if_neg h, if_neg (Ne.symm h)]

/-- In a basis closed under inversion, `H(-k)` and `H(k)` have the same characteristic
polynomial. -/
theorem charpoly_neg (hS : ∀ G ∈ S, -G ∈ S) (k : WaveVector d) :
    (hamiltonian V S (-k)).charpoly = (hamiltonian V S k).charpoly := by
  rw [hamiltonian_neg hS]
  exact (Matrix.charpoly_reindex (inversion S hS).symm _).trans (Matrix.charpoly_transpose _)

end

end PlaneWaveTimeReversal
```

The compiler's answer:

```
Main.lean:58:8: error: (deterministic) timeout at `isDefEq`, maximum number of heartbeats (200000) has been reached

Note: Use `set_option maxHeartbeats <num>` to set the limit.

Hint: Additional diagnostic information may be available using the `set_option diagnostics true` command.
```

The timeout is in the term given to `exact`: Lean ran out of heartbeats while checking whether two expressions are equal by definition. It does not report a false step.

After the first `rw`, the goal has the relabelled matrix in the form `submatrix`, while `Matrix.charpoly_reindex` speaks of `Matrix.reindex`. The two agree once `reindex` is unfolded and the double inverse `(inversion S hS).symm.symm` is identified with `inversion S hS`. The `exact` left Lean to find this by unfolding, with the matrix itself still to be inferred from `_`. The message does not say which comparison used up the limit.

The repair proves the agreement separately, as `hr`, using `Matrix.reindex_apply` and `Equiv.symm_symm`, with the matrix written out. Rewriting with `hr` puts the goal in the form `Matrix.charpoly_reindex` expects, so that lemma can remove the relabelling and `Matrix.charpoly_transpose` the transpose. Chaining these as rewrites replaces the `exact` term that timed out. The added comment only describes the step.

This version goes through:

```diff
@@ -55,6 +55,9 @@
 theorem charpoly_neg (hS : ∀ G ∈ S, -G ∈ S) (k : WaveVector d) :
     (hamiltonian V S (-k)).charpoly = (hamiltonian V S k).charpoly := by
-  rw [hamiltonian_neg hS]
-  exact (Matrix.charpoly_reindex (inversion S hS).symm _).trans (Matrix.charpoly_transpose _)
+  -- relabelling the basis is a reindexing, which preserves the characteristic polynomial
+  have hr : (hamiltonian V S k)ᵀ.submatrix (inversion S hS) (inversion S hS)
+      = Matrix.reindex (inversion S hS).symm (inversion S hS).symm (hamiltonian V S k)ᵀ := by
+    rw [Matrix.reindex_apply, Equiv.symm_symm]
+  rw [hamiltonian_neg hS, hr, Matrix.charpoly_reindex, Matrix.charpoly_transpose]
 
 end
```
